# The Heisenberg energy of a product of singlets is −3/4 times the sum of its matched couplings

To compare dimer coverings of a spin-1/2 cluster as trial states for the Heisenberg Hamiltonian $\sum_{i<j}J_{ij}\,\mathbf S_i\cdot\mathbf S_j$ (with $\hbar=1$), one adds the couplings on the dimers of each covering and multiplies by $-3/4$. No many-spin vector is needed, because bonds between different dimers contribute nothing to the expectation value of the energy.

## Spins, singlets and energy

Let $V$ be a finite ordered set of spins 1/2, with $\hbar=1$ and

$$H=\sum_{i<j}J_{ij}\,\mathbf S_i\cdot\mathbf S_j,\qquad J_{ij}\in\mathbb R .$$

A perfect matching assigns to each site $i$ a partner $m(i)\neq i$, with $m(m(i))=i$. Physically, every spin belongs to exactly one singlet and none is left over. For a configuration $\sigma$ of up and down spins, the valence-bond state has amplitude

$$\Psi(\sigma)=\prod_{i<m(i)}s(\sigma_i,\sigma_{m(i)}),\qquad s(\uparrow,\downarrow)=-s(\downarrow,\uparrow)=\tfrac1{\sqrt2},$$

with $s=0$ for parallel spins. It is normalized, and

$$\langle\Psi|H|\Psi\rangle=-\tfrac34\sum_{i<m(i)}J_{i\,m(i)} .$$

For this finite Heisenberg model, the right-hand side is therefore an upper bound on the ground-state energy.

## The statement in Lean

`State V` is the space of complex amplitudes on configurations `V → Bool`, with `true` for up. `PerfectMatching` holds the map $m$ as `partner`, `site` applies a one-spin matrix at one site, and `braket` is conjugate-linear in its first argument. `heisenberg J` reads `J i j` only for `i < j`, so `J` need not be symmetric. The order on `V` also fixes the sign of each singlet.

`valenceBond_norm` and `valenceBond_energy` state the norm and the energy. `exists_eigenvalue_le` gives a real eigenvalue, with a nonzero eigenvector, that is no larger than this energy. The matching is given, not constructed, and superpositions of several matchings are not treated.

The matching could also have been modelled as a set of unordered edges. Each edge would then need a chosen orientation to define its singlet. Reversing one orientation changes only the overall sign of $\Psi$, so the energy would be the same.

## Derivation

Write $\sigma^{ij}$ for $\sigma$ with spins $i\neq j$ reversed. The $z$ components give $\pm\frac14$. The $x$ and $y$ terms cancel for parallel spins and add up to a double flip of weight $\frac12$ for antiparallel ones:

$$(\mathbf S_i\cdot\mathbf S_j\Psi)(\sigma)=\begin{cases}\frac14\Psi(\sigma)&\sigma_i=\sigma_j\\ \frac12\Psi(\sigma^{ij})-\frac14\Psi(\sigma)&\sigma_i\ne\sigma_j.\end{cases}$$

**Norm.** The sum over configurations factorizes over pairs, and each factor is $\frac12+\frac12=1$.

**Partners, $j=m(i)$.** If the two spins are parallel, $\Psi(\sigma)=0$. If they are antiparallel, the flip changes the sign of $\Psi$, which gives $-\frac12\Psi-\frac14\Psi=-\frac34\Psi$. So $\Psi$ is an eigenvector of $\mathbf S_i\cdot\mathbf S_j$ with eigenvalue $-\frac34$.

**Other pairs.** If $\Psi(\sigma)\ne0$, then $i$ is antiparallel to $m(i)$. Flipping $i$ and $j$ leaves the spin at $m(i)$ unchanged, so $i$ becomes parallel to $m(i)$ and $\Psi(\sigma^{ij})=0$. What remains is $\sum_\sigma(\pm\frac14)|\Psi(\sigma)|^2$, with plus for $\sigma_i=\sigma_j$. Flipping $i$ and $m(i)$ preserves $|\Psi|^2$ and reverses this sign, so the sum equals its own negative and vanishes.

Summing over bonds gives the energy. Since $H$ is Hermitian, $\langle\Psi|H|\Psi\rangle$ is an average of eigenvalues with weights that add up to 1, so the lowest eigenvalue cannot exceed it.

## In a calculation

Finding the best single covering is a maximum-weight perfect matching problem with weights $J_{ij}$. The result also tests an exact-diagonalization code: on a four-site ring with $J=1$ on each bond, a nearest-neighbour covering gives $-\frac32$, and the computed ground-state energy, $-2$, must lie below it.

## The Lean file

```lean
import Mathlib

open Finset ComplexConjugate

namespace ValenceBondEnergy

noncomputable section

/-- A perfect matching: every site has a partner other than itself, and partnership is mutual. -/
structure PerfectMatching (V : Type*) where
  partner : V → V
  partner_partner : ∀ i, partner (partner i) = i
  partner_ne : ∀ i, partner i ≠ i

/-- Many-spin wave functions: one amplitude per configuration, with `true` for spin up. -/
abbrev State (V : Type*) := (V → Bool) → ℂ

variable {V : Type*} [Fintype V] [LinearOrder V]

/-- The x component of a single spin 1/2. -/
def sx (a b : Bool) : ℂ := if a = b then 0 else 1 / 2

/-- The y component of a single spin 1/2. -/
def sy (a b : Bool) : ℂ := if a = b then 0 else if a = true then -Complex.I / 2 else Complex.I / 2

/-- The z component of a single spin 1/2. -/
def sz (a b : Bool) : ℂ := if a = b then (if a = true then 1 / 2 else -1 / 2) else 0

/-- The one-spin operator with matrix `A`, acting on site `i`. -/
def site (A : Bool → Bool → ℂ) (i : V) : State V →ₗ[ℂ] State V where
  toFun ψ σ := ∑ b, A (σ i) b * ψ (Function.update σ i b)
  map_add' ψ φ := by
    funext σ
    simp only [Pi.add_apply, mul_add, sum_add_distrib]
  map_smul' c ψ := by
    funext σ
    simp only [Pi.smul_apply, smul_eq_mul, RingHom.id_apply, mul_sum]
    exact sum_congr rfl fun b _ => by ring

/-- The exchange operator `S_i · S_j`. -/
def spinDot (i j : V) : State V →ₗ[ℂ] State V :=
  site sx i ∘ₗ site sx j + site sy i ∘ₗ site sy j + site sz i ∘ₗ site sz j

/-- The Heisenberg Hamiltonian `∑_{i<j} J_ij S_i · S_j`. -/
def heisenberg (J : V → V → ℝ) : State V →ₗ[ℂ] State V :=
  ∑ i, ∑ j with i < j, (J i j : ℂ) • spinDot i j

/-- The inner product of two wave functions. -/
def braket (φ χ : State V) : ℂ := ∑ σ, conj (φ σ) * χ σ

/-- The normalized singlet amplitude of two spins. -/
def singlet (a b : Bool) : ℂ :=
  if a = b then 0 else if a = true then ((√2 : ℝ) : ℂ)⁻¹ else -((√2 : ℝ) : ℂ)⁻¹

/-- The valence-bond state: the product of singlets over the matched pairs. -/
def valenceBond (M : PerfectMatching V) : State V := fun σ =>
  ∏ p : {i // i < M.partner i}, singlet (σ p) (σ (M.partner p))

/-- The configuration with the spins at `i` and `j` reversed. -/
def flipPair (i j : V) (σ : V → Bool) : V → Bool := fun k => if k = i ∨ k = j then !σ k else σ k

omit [Fintype V] in
/-- Reversing the same two spins twice restores the configuration. -/
theorem flipPair_involutive (i j : V) : Function.Involutive (flipPair i j) := by
  intro σ
  funext k
  by_cases h : k = i ∨ k = j <;> simp [flipPair, h]

omit [Fintype V] in
/-- For two distinct sites, exchange multiplies the amplitude by 1/4 if the spins are parallel; if
they are antiparallel, it gives half the amplitude with both spins reversed minus a quarter of the
original amplitude. -/
theorem spinDot_apply {i j : V} (hij : i ≠ j) (ψ : State V) (σ : V → Bool) :
    spinDot i j ψ σ =
      if σ i = σ j then ψ σ / 4 else ψ (flipPair i j σ) / 2 - ψ σ / 4 := by
  have h1 : Function.update (Function.update σ i (σ i)) j (σ j) = σ := by simp
  have h2 : Function.update (Function.update σ i (!σ i)) j (!σ j) = flipPair i j σ := by
    funext k
    by_cases hj : k = j
    · subst hj; simp [flipPair]
    · by_cases hi : k = i
      · subst hi; simp [flipPair, hj]
      · simp [flipPair, hi, hj]
  cases hi : σ i <;> cases hj : σ j <;>
    simp only [hi, hj, Bool.not_false, Bool.not_true] at h1 h2 <;>
    simp only [spinDot, LinearMap.add_apply, LinearMap.comp_apply, Pi.add_apply, site,
      LinearMap.coe_mk, AddHom.coe_mk, Fintype.sum_bool, Function.update_of_ne hij.symm,
      hi, hj, h1, h2, sx, sy, sz, reduceIte, reduceCtorEq, Bool.false_eq_true]
  · linear_combination (ψ (flipPair i j σ) / 4) * Complex.I_sq
  · linear_combination (-ψ (flipPair i j σ) / 4) * Complex.I_sq
  · linear_combination (-ψ (flipPair i j σ) / 4) * Complex.I_sq
  · linear_combination (ψ (flipPair i j σ) / 4) * Complex.I_sq

/-- The valence-bond amplitude vanishes when two partners are parallel. -/
theorem valenceBond_parallel (M : PerfectMatching V) {i : V} {σ : V → Bool}
    (h : σ i = σ (M.partner i)) : valenceBond M σ = 0 := by
  rcases lt_or_gt_of_ne (M.partner_ne i) with hl | hl
  · exact prod_eq_zero (mem_univ ⟨M.partner i, by rw [M.partner_partner]; exact hl⟩)
      (by simp [singlet, M.partner_partner, h])
  · exact prod_eq_zero (mem_univ ⟨i, hl⟩) (by simp [singlet, h])

/-- Reversing both spins of a matched pair changes the sign of the valence-bond amplitude. -/
theorem valenceBond_flip (M : PerfectMatching V) (i : V) (σ : V → Bool) :
    valenceBond M (flipPair i (M.partner i) σ) = -valenceBond M σ := by
  have hs : ∀ a b, singlet (!a) (!b) = -singlet a b := by
    intro a b
    cases a <;> cases b <;> simp [singlet]
  have key : ∀ k, k < M.partner k →
      valenceBond M (flipPair k (M.partner k) σ) = -valenceBond M σ := by
    intro k hk
    -- only the factor of the reversed pair changes
    have hf : ∀ p : {i // i < M.partner i},
        singlet (flipPair k (M.partner k) σ p) (flipPair k (M.partner k) σ (M.partner p)) =
          (if p = ⟨k, hk⟩ then -1 else 1) * singlet (σ p) (σ (M.partner p)) := by
      rintro ⟨p, hp⟩
      by_cases h : p = k
      · subst h; simp [flipPair, hs]
      · have h1 : p ≠ M.partner k := by
          intro h'
          rw [h', M.partner_partner] at hp
          exact lt_asymm hk hp
        have h2 : M.partner p ≠ k := fun h' => h1 (by rw [← h', M.partner_partner])
        have h3 : M.partner p ≠ M.partner k := fun h' => h (by
          have := congrArg M.partner h'
          rwa [M.partner_partner, M.partner_partner] at this)
        simp [flipPair, h, h1, h2, h3]
    unfold valenceBond
    rw [prod_congr rfl (fun p _ => hf p), prod_mul_distrib, prod_ite_eq']
    simp
  rcases lt_or_gt_of_ne (M.partner_ne i) with hl | hl
  · have h := key (M.partner i) (by rw [M.partner_partner]; exact hl)
    have hc : flipPair (M.partner i) i σ = flipPair i (M.partner i) σ := by
      funext k
      by_cases h1 : k = i <;> by_cases h2 : k = M.partner i <;> simp [flipPair, h1, h2]
    rwa [M.partner_partner, hc] at h
  · exact key i hl

/-- The valence-bond state is normalized. -/
theorem valenceBond_norm (M : PerfectMatching V) :
    braket (valenceBond M) (valenceBond M) = 1 := by
  let g : Bool × Bool → ℂ := fun q => conj (singlet q.1 q.2) * singlet q.1 q.2
  -- a configuration is the same as a choice of two spins for every pair
  obtain ⟨e, he⟩ : ∃ e : (V → Bool) ≃ ({i // i < M.partner i} → Bool × Bool),
      ∀ σ p, e σ p = (σ p, σ (M.partner p)) := ⟨
    { toFun := fun σ p => (σ p, σ (M.partner p))
      invFun := fun τ v => if h : v < M.partner v then (τ ⟨v, h⟩).1 else
        (τ ⟨M.partner v, by
          rw [M.partner_partner]
          exact lt_of_le_of_ne (not_lt.mp h) (M.partner_ne v)⟩).2
      left_inv := fun σ => by
        funext v
        by_cases h : v < M.partner v <;> simp [h, M.partner_partner]
      right_inv := fun τ => by
        funext p
        have h' : ¬ M.partner p.1 < p.1 := lt_asymm p.2
        simp [M.partner_partner, p.2, h'] }, fun _ _ => rfl⟩
  have h2 : ((√2 : ℝ) : ℂ)⁻¹ * ((√2 : ℝ) : ℂ)⁻¹ = 1 / 2 := by
    rw [← mul_inv, ← Complex.ofReal_mul, Real.mul_self_sqrt (by norm_num)]
    norm_num
  have hg : ∑ q, g q = 1 := by
    simp only [Fintype.sum_prod_type, Fintype.sum_bool, g, singlet, reduceIte, reduceCtorEq,
      Bool.false_eq_true, map_zero, map_neg, map_inv₀, Complex.conj_ofReal]
    linear_combination 2 * h2
  calc braket (valenceBond M) (valenceBond M) = ∑ σ, ∏ p, g (e σ p) := by
        simp only [braket, valenceBond, map_prod, ← prod_mul_distrib, he, g]
    _ = ∑ τ : {i // i < M.partner i} → Bool × Bool, ∏ p, g (τ p) :=
        Fintype.sum_equiv e _ _ (fun _ => rfl)
    _ = ∏ _p : {i // i < M.partner i}, ∑ q, g q := by
        rw [Finset.prod_univ_sum, Fintype.piFinset_univ]
    _ = 1 := by simp only [hg, prod_const_one]

/-- In the valence-bond state the correlation `⟨S_i · S_j⟩` of two distinct sites is -3/4 for
partners and zero otherwise. -/
theorem valenceBond_correlation (M : PerfectMatching V) {i j : V} (hij : i ≠ j) :
    braket (valenceBond M) (spinDot i j (valenceBond M)) =
      if j = M.partner i then -(3 / 4) else 0 := by
  split_ifs with hj
  · subst hj
    have hp : ∀ σ, spinDot i (M.partner i) (valenceBond M) σ = -(3 / 4) * valenceBond M σ := by
      intro σ
      rw [spinDot_apply hij, valenceBond_flip]
      split_ifs with h
      · rw [valenceBond_parallel M h]; ring
      · ring
    have hn := valenceBond_norm M
    unfold braket at hn ⊢
    rw [sum_congr rfl fun σ _ => show _ = -(3 / 4) * (conj (valenceBond M σ) * valenceBond M σ)
      by rw [hp]; ring, ← mul_sum, hn, mul_one]
  · let f : (V → Bool) → ℂ := fun σ =>
      (if σ i = σ j then 1 / 4 else -1 / 4) * (conj (valenceBond M σ) * valenceBond M σ)
    -- if site i is antiparallel to its partner, the double flip makes them parallel; otherwise the
    -- amplitude at σ is already zero, so only the diagonal part is left
    have hp : ∀ σ, conj (valenceBond M σ) * spinDot i j (valenceBond M) σ = f σ := by
      intro σ
      have hz : conj (valenceBond M σ) * valenceBond M (flipPair i j σ) = 0 := by
        by_cases hs : σ i = σ (M.partner i)
        · rw [valenceBond_parallel M hs]; simp
        · have h : flipPair i j σ i = flipPair i j σ (M.partner i) := by
            have e1 : flipPair i j σ i = !σ i := by simp [flipPair]
            have e2 : flipPair i j σ (M.partner i) = σ (M.partner i) := by
              simp [flipPair, M.partner_ne i, Ne.symm hj]
            rw [e1, e2]
            revert hs
            cases σ i <;> cases σ (M.partner i) <;> simp
          rw [valenceBond_parallel M h, mul_zero]
      simp only [f]
      rw [spinDot_apply hij]
      split_ifs
      · ring
      · linear_combination hz / 2
    -- the diagonal part is odd under reversing site i and its partner
    have ho : ∀ σ, f (flipPair i (M.partner i) σ) = -f σ := by
      intro σ
      have e1 : flipPair i (M.partner i) σ i = !σ i := by simp [flipPair]
      have e2 : flipPair i (M.partner i) σ j = σ j := by simp [flipPair, hij.symm, hj]
      simp only [f, valenceBond_flip, e1, e2, map_neg]
      cases σ i <;> cases σ j <;> simp <;> ring
    have hsum := (flipPair_involutive i (M.partner i)).bijective.sum_comp f
    rw [sum_congr rfl fun σ _ => ho σ, sum_neg_distrib] at hsum
    unfold braket
    rw [sum_congr rfl fun σ _ => hp σ]
    linear_combination -hsum / 2

/-- Matrix elements of the Hamiltonian are sums over bonds of exchange matrix elements, each
multiplied by its coupling. -/
theorem braket_heisenberg (J : V → V → ℝ) (φ χ : State V) :
    braket φ (heisenberg J χ) = ∑ i, ∑ j with i < j, (J i j : ℂ) * braket φ (spinDot i j χ) := by
  simp only [braket, heisenberg, LinearMap.sum_apply, LinearMap.smul_apply, Finset.sum_apply,
    Pi.smul_apply, smul_eq_mul, mul_sum]
  rw [sum_comm]
  refine sum_congr rfl fun i _ => ?_
  rw [sum_comm]
  exact sum_congr rfl fun j _ => sum_congr rfl fun σ _ => by ring

/-- The energy of the valence-bond state is -3/4 times the sum of the couplings on matched
pairs. -/
theorem valenceBond_energy (M : PerfectMatching V) (J : V → V → ℝ) :
    braket (valenceBond M) (heisenberg J (valenceBond M)) =
      ((-(3 / 4) * ∑ i with i < M.partner i, J i (M.partner i) : ℝ) : ℂ) := by
  have hi : ∀ i, ∑ j with i < j,
      (J i j : ℂ) * braket (valenceBond M) (spinDot i j (valenceBond M)) =
        if i < M.partner i then -(3 / 4) * (J i (M.partner i) : ℂ) else 0 := by
    intro i
    have hc : ∀ j ∈ univ.filter (fun j => i < j),
        (J i j : ℂ) * braket (valenceBond M) (spinDot i j (valenceBond M)) =
          if j = M.partner i then -(3 / 4) * (J i j : ℂ) else 0 := by
      intro j hj
      rw [valenceBond_correlation M (ne_of_lt (mem_filter.mp hj).2)]
      split_ifs <;> ring
    rw [sum_congr rfl hc, sum_ite_eq']
    simp
  rw [braket_heisenberg, sum_congr rfl fun i _ => hi i, ← sum_filter, ← mul_sum]
  push_cast
  rfl

/-- The Heisenberg Hamiltonian is Hermitian. -/
theorem heisenberg_symmetric (J : V → V → ℝ) (φ χ : State V) :
    braket (heisenberg J φ) χ = braket φ (heisenberg J χ) := by
  have hc : ∀ a b : State V, conj (braket a b) = braket b a := by
    intro a b
    simp [braket, mul_comm]
  have c2 : conj (2 : ℂ) = 2 := by apply Complex.ext <;> simp
  have c4 : conj (4 : ℂ) = 4 := by apply Complex.ext <;> simp
  have hd : ∀ i j : V, i ≠ j → braket (spinDot i j φ) χ = braket φ (spinDot i j χ) := by
    intro i j hij
    let g : (V → Bool) → ℂ := fun σ =>
      if σ i = σ j then 0 else conj (φ (flipPair i j σ)) * χ σ / 2
    have hp : ∀ σ, conj (spinDot i j φ σ) * χ σ - conj (φ σ) * spinDot i j χ σ =
        g σ - g (flipPair i j σ) := by
      intro σ
      have e : (flipPair i j σ i = flipPair i j σ j) ↔ σ i = σ j := by
        simp only [flipPair, true_or, or_true, if_true]
        cases σ i <;> cases σ j <;> simp
      simp only [g, spinDot_apply hij, flipPair_involutive i j σ, e]
      by_cases h : σ i = σ j
      · simp only [h, reduceIte, map_div₀, c4]
        ring
      · simp only [h, reduceIte, map_sub, map_div₀, c2, c4]
        ring
    rw [← sub_eq_zero]
    unfold braket
    rw [← sum_sub_distrib, sum_congr rfl fun σ _ => hp σ, sum_sub_distrib,
      (flipPair_involutive i j).bijective.sum_comp g, sub_self]
  rw [← hc, braket_heisenberg, braket_heisenberg]
  simp only [map_sum, map_mul, Complex.conj_ofReal, hc]
  exact sum_congr rfl fun i _ => sum_congr rfl fun j hj => by
    rw [hd i j (ne_of_lt (mem_filter.mp hj).2)]

/-- Variational bound: the Hamiltonian has an eigenvalue no larger than -3/4 times the sum of
the couplings on the pairs of any perfect matching. -/
theorem exists_eigenvalue_le (M : PerfectMatching V) (J : V → V → ℝ) :
    ∃ (E : ℝ) (φ : State V), φ ≠ 0 ∧ heisenberg J φ = (E : ℂ) • φ ∧
      E ≤ -(3 / 4) * ∑ i with i < M.partner i, J i (M.partner i) := by
  let L := WithLp.linearEquiv 2 ℂ (State V)
  let T : EuclideanSpace ℂ (V → Bool) →ₗ[ℂ] EuclideanSpace ℂ (V → Bool) :=
    L.symm.toLinearMap ∘ₗ heisenberg J ∘ₗ L.toLinearMap
  have hin : ∀ x y : EuclideanSpace ℂ (V → Bool), inner ℂ x y = braket x.ofLp y.ofLp := by
    intro x y
    simp [PiLp.inner_apply, braket, mul_comm]
  have hT : T.IsSymmetric := fun x y => by
    rw [hin, hin]
    exact heisenberg_symmetric J x.ofLp y.ofLp
  let x₀ : EuclideanSpace ℂ (V → Bool) := WithLp.toLp 2 (valenceBond M)
  have hx : inner ℂ x₀ x₀ = (1 : ℂ) := (hin x₀ x₀).trans (valenceBond_norm M)
  have hne : x₀ ≠ 0 := fun h => by simp [h] at hx
  have : Nontrivial (EuclideanSpace ℂ (V → Bool)) := ⟨x₀, 0, hne⟩
  -- the minimum of the Rayleigh quotient is an eigenvalue
  obtain ⟨v, hv⟩ := hT.hasEigenvalue_iInf_of_finiteDimensional.exists_hasEigenvector
  refine ⟨_, v.ofLp, fun h => hv.2 (by ext σ; exact congrFun h σ),
    congrArg WithLp.ofLp hv.apply_eq_smul, ?_⟩
  refine (ciInf_le ?_ ⟨x₀, hne⟩).trans_eq ?_
  · refine ⟨-‖T.toContinuousLinearMap‖, ?_⟩
    rintro _ ⟨x, rfl⟩
    have hpos : 0 < ‖x.1‖ ^ 2 := pow_pos (norm_pos_iff.mpr x.2) 2
    change _ ≤ (inner ℂ (T x.1) x.1 : ℂ).re / ‖x.1‖ ^ 2
    rw [le_div_iff₀ hpos]
    have h1 := (abs_le.mp (Complex.abs_re_le_norm (inner ℂ (T x.1) x.1))).1
    have h2 := norm_inner_le_norm (𝕜 := ℂ) (T x.1) x.1
    have h3 : ‖T x.1‖ ≤ ‖T.toContinuousLinearMap‖ * ‖x.1‖ :=
      T.toContinuousLinearMap.le_opNorm x.1
    have h4 := mul_le_mul_of_nonneg_right h3 (norm_nonneg x.1)
    nlinarith
  · have hE : inner ℂ (T x₀) x₀ =
        ((-(3 / 4) * ∑ i with i < M.partner i, J i (M.partner i) : ℝ) : ℂ) := by
      rw [hT x₀ x₀, hin]
      exact valenceBond_energy M J
    have hn : ‖x₀‖ ^ 2 = 1 := by
      rw [norm_sq_eq_re_inner (𝕜 := ℂ) x₀, hx]
      simp
    change (inner ℂ (T x₀) x₀ : ℂ).re / ‖x₀‖ ^ 2 = _
    rw [hE, hn, div_one, Complex.ofReal_re]

end

end ValenceBondEnergy
```

```lean
#print axioms ValenceBondEnergy.valenceBond_energy
#print axioms ValenceBondEnergy.exists_eigenvalue_le
```

```
'ValenceBondEnergy.valenceBond_energy' depends on axioms: [propext, Classical.choice, Quot.sound]
'ValenceBondEnergy.exists_eigenvalue_le' depends on axioms: [propext, Classical.choice, Quot.sound]
```

## How the proof follows the derivation

`spinDot_apply` checks the four values of the two spins, using for the $y$ terms that the imaginary unit squares to $-1$. `valenceBond_parallel` finds a zero factor in the product; `valenceBond_flip` shows that exactly one factor changes sign.

In `valenceBond_norm`, the bijection `e` turns a configuration into a choice of two spins per pair, after which the sum of products becomes a product of sums. `valenceBond_correlation` splits into the two cases above; in the second, `hp` removes the double flip and `ho` is the oddness. `valenceBond_energy` then uses linearity and keeps only `j = M.partner i`.

For each bond, `heisenberg_symmetric` writes the difference of the two exchange matrix elements as a sum of `g σ - g (flipPair i j σ)`, which vanishes because the flip permutes configurations. `exists_eigenvalue_le` moves to `EuclideanSpace`, where Mathlib supplies the infimum of the Rayleigh quotient as an eigenvalue. Minus the operator norm is a lower bound for the quotient, so `ciInf_le` can compare the infimum with its value at $\Psi$.
